# As mass-independent friction grows, the isotope ratio of Kramers rates falls from the square root of the mass ratio to one

A classical particle of mass $m$ crosses a parabolic barrier. Near the top, at displacement $q$, the potential pushes it outwards with force $Kq$, and the surroundings exert the drag $-z\dot q$. Here $K>0$ is the magnitude of the barrier curvature, and $z$ is a friction coefficient in units of mass per time. Both isotopes, of masses $m$ and $cm$, feel the same potential and the same $z$: the drag is set by the surroundings, not by the particle's mass.

In Lean 4 with Mathlib:

```lean
import Mathlib

open Filter Topology Set

namespace KramersIsotope

noncomputable section

/-- Growth rate of the unstable motion on a barrier of curvature `K`, for friction
coefficient `z` and mass `m > 0`. -/
def barrierRate (K z m : ℝ) : ℝ := (√(z ^ 2 + 4 * m * K) - z) / (2 * m)
```

Inserting $q\propto e^{xt}$ into $m\ddot q=Kq-z\dot q$ gives $mx^2+zx=K$. The definition `barrierRate K z m` is the root

$$x(m)=\frac{\sqrt{z^2+4mK}-z}{2m}.$$

All arguments are real numbers (`ℝ`). Conditions such as $m>0$ enter later, as hypotheses of the theorems.

```lean
/-- Kramers escape rate from a well of curvature `K₀` over a barrier of curvature `K > 0` and
height `E`, at inverse temperature `β`, friction coefficient `z` and mass `m > 0`. -/
def kramersRate (K₀ K E β z m : ℝ) : ℝ :=
  barrierRate K z m / √(K / m) * (√(K₀ / m) / (2 * Real.pi)) * Real.exp (-(β * E))
```

This is Kramers's formula for moderate to strong friction,

$$k(m)=\frac{x(m)}{\sqrt{K/m}}\,\frac{\sqrt{K_0/m}}{2\pi}\,e^{-\beta E},$$

with well curvature $K_0$, barrier height $E$ and inverse temperature $\beta$. It is taken as a definition and not derived from stochastic dynamics. Tunnelling and zero-point energy are absent.

```lean
/-- Ratio of the barrier growth rates of masses `m` and `c * m` at friction coefficient `z`,
for positive `K`, `c` and `m`. -/
def isotopeRatio (K c m z : ℝ) : ℝ := barrierRate K z m / barrierRate K z (c * m)
```

The isotope ratio is $r(z)=x(m)/x(cm)$, light over heavy when $c>1$. Below, $x=x(m)$ and $y=x(cm)$.

## The positive root

```lean
/-- For positive curvature and mass, the barrier growth rate is the unique positive solution
of `m x² + z x = K`. -/
theorem barrierRate_iff {K m : ℝ} (hK : 0 < K) (hm : 0 < m) (z x : ℝ) :
    (0 < x ∧ m * x ^ 2 + z * x = K) ↔ x = barrierRate K z m := by
  have hmK := mul_pos hm hK
  constructor
  · rintro ⟨hx, h⟩
    have h1 : 0 < x * (m * x + z) := by
      have h2 : x * (m * x + z) = K := by linear_combination h
      rw [h2]
      exact hK
    have h3 : 0 < m * x + z := (mul_pos_iff_of_pos_left hx).1 h1
    have h4 : 0 < m * x := mul_pos hm hx
    -- the discriminant is a perfect square
    have h5 : √(z ^ 2 + 4 * m * K) = 2 * m * x + z := by
      rw [show z ^ 2 + 4 * m * K = (2 * m * x + z) ^ 2 by linear_combination (-4 * m) * h]
      exact Real.sqrt_sq (by linarith)
    unfold barrierRate
    rw [h5, eq_div_iff (by positivity)]
    ring
  · intro h
    have hs := Real.sq_sqrt (show 0 ≤ z ^ 2 + 4 * m * K by nlinarith [sq_nonneg z])
    have hlt : z < √(z ^ 2 + 4 * m * K) := Real.lt_sqrt_of_sq_lt (by linarith)
    have hx : 2 * m * x = √(z ^ 2 + 4 * m * K) - z := by
      rw [h]
      unfold barrierRate
      field_simp
    constructor
    · rw [h]
      exact div_pos (by linarith) (by positivity)
    · apply mul_left_cancel₀ (show 4 * m ≠ 0 by positivity)
      linear_combination (2 * m * x + √(z ^ 2 + 4 * m * K) + z) * hx + hs
```

Names before the colon are the data and hypotheses; the statement follows it. Here `↔` means "if and only if": a number $x$ is positive and solves the quadratic exactly when it equals `barrierRate K z m`.

Suppose first that $x>0$ solves the equation. Then $x(mx+z)=K>0$, so $mx+z>0$ and hence $2mx+z>0$. Since

$$z^2+4mK=z^2+4m(mx^2+zx)=(2mx+z)^2,$$

the square root is $2mx+z$, and solving for $x$ gives the formula.

Conversely, let $s=\sqrt{z^2+4mK}$. As $s^2>z^2$ and $s\ge0$, we have $s>z$, so $x=(s-z)/(2m)$ is positive. Squaring $2mx+z=s$ and dividing by $4m$ returns the quadratic. The tactic `linear_combination` does this algebra: it checks that the goal follows from known equations multiplied by the stated factors.

## Cancelling the prefactors

```lean
/-- For positive curvatures and masses, the ratio of the Kramers rates of two isotopes equals
the ratio of their barrier growth rates. -/
theorem kramersRate_ratio {K₀ K c m : ℝ} (hK₀ : 0 < K₀) (hK : 0 < K) (hc : 0 < c)
    (hm : 0 < m) (E β z : ℝ) :
    kramersRate K₀ K E β z m / kramersRate K₀ K E β z (c * m) = isotopeRatio K c m z := by
  have h1 : √K ≠ 0 := (Real.sqrt_pos.2 hK).ne'
  have h2 : 0 < √K₀ / √K / (2 * Real.pi) * Real.exp (-(β * E)) := by positivity
  -- the prefactor of the growth rate does not depend on the mass
  have key : ∀ μ : ℝ, 0 < μ → kramersRate K₀ K E β z μ =
      (√K₀ / √K / (2 * Real.pi) * Real.exp (-(β * E))) * barrierRate K z μ := by
    intro μ hμ
    have h3 : √μ ≠ 0 := (Real.sqrt_pos.2 hμ).ne'
    unfold kramersRate
    rw [Real.sqrt_div hK.le, Real.sqrt_div hK₀.le]
    field_simp
  rw [key m hm, key (c * m) (mul_pos hc hm), mul_div_mul_left _ _ h2.ne']
  rfl
```

The masses in the two frequencies cancel, because $\sqrt{K_0/m}/\sqrt{K/m}=\sqrt{K_0/K}$. Thus $k(\mu)=A\,x(\mu)$ for every mass $\mu>0$, with $A=\sqrt{K_0/K}\,e^{-\beta E}/(2\pi)$; this is the step called `key`. Dividing the two rates removes $A$ and leaves $r$.

## Friction slows the unstable motion

```lean
/-- For positive curvature and mass, the barrier growth rate falls strictly as the friction
coefficient rises from zero. -/
theorem barrierRate_strictAntiOn {K m : ℝ} (hK : 0 < K) (hm : 0 < m) :
    StrictAntiOn (fun z => barrierRate K z m) (Ici 0) := by
  intro z₁ h₁ z₂ _ hz
  have h₁' : 0 ≤ z₁ := h₁
  obtain ⟨p₁, e₁⟩ := (barrierRate_iff hK hm z₁ _).2 rfl
  obtain ⟨p₂, e₂⟩ := (barrierRate_iff hK hm z₂ _).2 rfl
  change barrierRate K z₂ m < barrierRate K z₁ m
  by_contra hn
  have hle := not_lt.1 hn
  have a : m * barrierRate K z₁ m ^ 2 ≤ m * barrierRate K z₂ m ^ 2 := by gcongr
  have b := mul_le_mul_of_nonneg_left hle h₁'
  have d := mul_lt_mul_of_pos_right hz p₂
  linarith
```

`StrictAntiOn` means strictly decreasing on a set, and `Ici 0` is $[0,\infty)$. Take $0\le z_1<z_2$ with roots $x_1,x_2$ for the same mass, and suppose $x_1\le x_2$. Then

$$K=mx_1^2+z_1x_1\le mx_2^2+z_1x_2<mx_2^2+z_2x_2=K,$$

which is impossible. The tactic `by_contra` introduces the contrary assumption, and `linarith` combines the inequalities into the contradiction.

## A balance between the isotopes

```lean
/-- For positive `K`, `c` and `m`, the isotope ratio `r` and the growth rate `y` of the mass
`c * m` satisfy `m y (c - r²) = z (r - 1)`. -/
theorem isotopeRatio_balance {K c m : ℝ} (hK : 0 < K) (hc : 0 < c) (hm : 0 < m) (z : ℝ) :
    m * barrierRate K z (c * m) * (c - isotopeRatio K c m z ^ 2) =
      z * (isotopeRatio K c m z - 1) := by
  obtain ⟨_, ex⟩ := (barrierRate_iff hK hm z _).2 rfl
  obtain ⟨hy, ey⟩ := (barrierRate_iff hK (mul_pos hc hm) z _).2 rfl
  have hr : isotopeRatio K c m z * barrierRate K z (c * m) = barrierRate K z m :=
    div_mul_cancel₀ _ hy.ne'
  rw [← hr] at ex
  apply mul_left_cancel₀ hy.ne'
  linear_combination ey - ex
```

Put $x=ry$ into the light isotope's equation and write the heavy one beside it:

$$mr^2y^2+zry=K,\qquad cmy^2+zy=K.$$

Subtracting the first from the second and dividing by $y>0$ gives

$$my(c-r^2)=z(r-1).$$

```lean
/-- For positive curvature and mass and nonnegative friction, the lighter isotope has the
larger barrier growth rate. -/
theorem one_lt_isotopeRatio {K c m z : ℝ} (hK : 0 < K) (hc : 1 < c) (hm : 0 < m)
    (hz : 0 ≤ z) : 1 < isotopeRatio K c m z := by
  have hc0 : 0 < c := by linarith
  have hx := ((barrierRate_iff hK hm z _).2 rfl).1
  have hy := ((barrierRate_iff hK (mul_pos hc0 hm) z _).2 rfl).1
  have hr : 0 < isotopeRatio K c m z := div_pos hx hy
  have hb := isotopeRatio_balance hK hc0 hm z
  by_contra hn
  have hle := not_lt.1 hn
  have h1 : 0 < c - isotopeRatio K c m z ^ 2 := by nlinarith
  have h2 := mul_pos (mul_pos hm hy) h1
  have h3 := mul_nonneg hz (sub_nonneg.2 hle)
  linarith
```

If $r\le1$, then $0<r\le1$ gives $r^2\le1<c$, so the left side of the balance is positive while the right side is at most zero. Hence $r>1$.

```lean
/-- For positive curvature, mass and friction and `c > 1`, the excess of the isotope ratio over
one is less than `(c - 1) m K / z²`. -/
theorem isotopeRatio_sub_one_lt {K c m z : ℝ} (hK : 0 < K) (hc : 1 < c) (hm : 0 < m)
    (hz : 0 < z) : isotopeRatio K c m z - 1 < (c - 1) * m * K / z ^ 2 := by
  have hc0 : 0 < c := by linarith
  obtain ⟨hy, ey⟩ := (barrierRate_iff hK (mul_pos hc0 hm) z _).2 rfl
  have hb := isotopeRatio_balance hK hc0 hm z
  have hr := one_lt_isotopeRatio hK hc hm hz.le
  have h1 : z * barrierRate K z (c * m) < K := by
    have : 0 < c * m * barrierRate K z (c * m) ^ 2 := by positivity
    linarith
  have h2 : c - isotopeRatio K c m z ^ 2 < c - 1 := by nlinarith
  rw [lt_div_iff₀ (by positivity)]
  calc (isotopeRatio K c m z - 1) * z ^ 2
      = (z * m * barrierRate K z (c * m)) * (c - isotopeRatio K c m z ^ 2) := by
        linear_combination (-z) * hb
    _ < (z * m * barrierRate K z (c * m)) * (c - 1) :=
        mul_lt_mul_of_pos_left h2 (by positivity)
    _ = ((c - 1) * m) * (z * barrierRate K z (c * m)) := by ring
    _ < ((c - 1) * m) * K :=
        mul_lt_mul_of_pos_left h1 (mul_pos (by linarith) hm)
```

For $z>0$, the heavy isotope's equation gives $zy<K$, and $r>1$ gives $c-r^2<c-1$. Multiplying the balance by $z$,

$$(r-1)z^2=mzy(c-r^2)<mzy(c-1)<(c-1)mK.$$

The `calc` block follows this chain line by line. The isotope effect is therefore small once $z^2$ is much larger than $(c-1)mK$.

## Monotonicity and the two limits

```lean
/-- For positive curvatures and mass and `c > 1`, the ratio of the Kramers rates of masses `m`
and `c * m` decreases strictly with friction, from the limit `√c` at vanishing friction to the
limit `1` at infinite friction. -/
theorem kramers_isotope_effect {K₀ K c m : ℝ} (hK₀ : 0 < K₀) (hK : 0 < K) (hc : 1 < c)
    (hm : 0 < m) (E β : ℝ) :
    StrictAntiOn (fun z => kramersRate K₀ K E β z m / kramersRate K₀ K E β z (c * m)) (Ici 0) ∧
    Tendsto (fun z => kramersRate K₀ K E β z m / kramersRate K₀ K E β z (c * m))
      (𝓝[>] 0) (𝓝 (√c)) ∧
    Tendsto (fun z => kramersRate K₀ K E β z m / kramersRate K₀ K E β z (c * m))
      atTop (𝓝 1) := by
  have hc0 : 0 < c := by linarith
  have e : (fun z => kramersRate K₀ K E β z m / kramersRate K₀ K E β z (c * m)) =
      isotopeRatio K c m := funext fun z => kramersRate_ratio hK₀ hK hc0 hm E β z
  rw [e]
  have hpos : ∀ z, 0 < barrierRate K z (c * m) := fun z =>
    ((barrierRate_iff hK (mul_pos hc0 hm) z _).2 rfl).1
  refine ⟨?_, ?_, ?_⟩
  · -- a ratio that did not fall would violate the balance relation
    intro z₁ h₁ z₂ h₂ hz
    have h₁' : 0 ≤ z₁ := h₁
    have hz₂ : 0 < z₂ := lt_of_le_of_lt h₁' hz
    have r₁ := one_lt_isotopeRatio hK hc hm h₁'
    have r₂ := one_lt_isotopeRatio hK hc hm hz₂.le
    have b₁ := isotopeRatio_balance hK hc0 hm z₁
    have b₂ := isotopeRatio_balance hK hc0 hm z₂
    have hy : barrierRate K z₂ (c * m) < barrierRate K z₁ (c * m) :=
      barrierRate_strictAntiOn hK (mul_pos hc0 hm) h₁ h₂ hz
    by_contra hn
    have hle := not_lt.1 hn
    have q : 0 < c - isotopeRatio K c m z₂ ^ 2 := by
      have h3 := mul_pos hz₂ (sub_pos.2 r₂)
      rw [← b₂] at h3
      exact (mul_pos_iff_of_pos_left (mul_pos hm (hpos z₂))).1 h3
    have s : c - isotopeRatio K c m z₂ ^ 2 ≤ c - isotopeRatio K c m z₁ ^ 2 := by nlinarith
    have t₁ := mul_lt_mul_of_pos_right (mul_lt_mul_of_pos_left hy hm) q
    have t₂ := mul_le_mul_of_nonneg_left s (mul_pos hm (hpos z₁)).le
    have t₃ : z₁ * (isotopeRatio K c m z₁ - 1) ≤ z₂ * (isotopeRatio K c m z₂ - 1) :=
      mul_le_mul hz.le (by linarith) (by linarith) hz₂.le
    linarith
  · -- the ratio is continuous, and its square at zero friction is `c`
    have hcont : ∀ μ, Continuous fun z => barrierRate K z μ := by
      intro μ
      unfold barrierRate
      fun_prop
    have hlim : Tendsto (isotopeRatio K c m) (𝓝 0) (𝓝 (isotopeRatio K c m 0)) :=
      ((hcont m).tendsto 0).div ((hcont (c * m)).tendsto 0) (hpos 0).ne'
    have hb := isotopeRatio_balance hK hc0 hm 0
    rw [zero_mul] at hb
    have h0 := (mul_eq_zero.1 hb).resolve_left (mul_pos hm (hpos 0)).ne'
    have hsq : isotopeRatio K c m 0 ^ 2 = c := by linarith
    have hr := one_lt_isotopeRatio hK hc hm le_rfl
    have hv : √(isotopeRatio K c m 0 ^ 2) = isotopeRatio K c m 0 :=
      Real.sqrt_sq (by linarith)
    rw [hsq] at hv
    rw [hv]
    exact hlim.mono_left nhdsWithin_le_nhds
  · -- squeeze between one and the high-friction bound
    have h1 : Tendsto (fun z : ℝ => (c - 1) * m * K / z ^ 2) atTop (𝓝 0) :=
      tendsto_const_nhds.div_atTop (tendsto_pow_atTop two_ne_zero)
    have h2 : Tendsto (fun z : ℝ => 1 + (c - 1) * m * K / z ^ 2) atTop (𝓝 1) := by
      simpa using h1.const_add 1
    refine tendsto_of_tendsto_of_tendsto_of_le_of_le' tendsto_const_nhds h2 ?_ ?_
    · filter_upwards [eventually_gt_atTop (0 : ℝ)] with z hz
      exact (one_lt_isotopeRatio hK hc hm hz.le).le
    · filter_upwards [eventually_gt_atTop (0 : ℝ)] with z hz
      linarith [isotopeRatio_sub_one_lt hK hc hm hz]

end

end KramersIsotope
```

The three claims, joined by `∧`, concern the ratio of full Kramers rates. `Tendsto` expresses a limit; `𝓝[>] 0` means $z\to0^+$, and `atTop` means $z\to\infty$. The proof first replaces the ratio by $r(z)$.

**Strict decrease.** Let $0\le z_1<z_2$ and suppose $r_1\le r_2$. The heavy isotope's rates satisfy $y_2<y_1$. Since $z_2(r_2-1)>0$, the balance gives $c-r_2^2>0$. Therefore

$$my_2(c-r_2^2)<my_1(c-r_2^2)\le my_1(c-r_1^2).$$

By the balance this says $z_2(r_2-1)<z_1(r_1-1)$. But $z_1<z_2$ and $1<r_1\le r_2$ give the opposite inequality. The facts `t₁`, `t₂` and `t₃` are these three comparisons.

**Vanishing friction.** At $z=0$ the balance becomes $my(c-r^2)=0$, so $r(0)=\sqrt c$. Both growth rates are continuous in $z$ and the denominator is positive, so $r(z)\to\sqrt c$.

**Strong friction.** The previous bounds give $1<r(z)<1+(c-1)mK/z^2$ for $z>0$, and squeezing gives the limit 1.

The value $\sqrt c$ is the limit of this formula. In a real weakly damped system, slow energy exchange with the surroundings limits the rate, and the formula no longer applies.

## Equal masses, and friction proportional to mass

If $c=1$ is allowed, the two masses coincide and $r(z)=1$ for every $z$. Strict decrease then fails. For $0<c<1$ the ratio is heavy over light, the reciprocal of the case treated above, and it rises from $\sqrt c$ to 1. The hypothesis $c>1$ is therefore needed for the decrease.

Langevin simulations often specify a friction rate $\gamma=z/m$ instead of $z$. For this one-dimensional classical model with the same $\gamma$ for both isotopes, the equations are $x^2+\gamma x=K/m$ and $y^2+\gamma y=K/(cm)$, and the balance changes to

$$y(r^2-c)=\gamma(c-r).$$

The same argument by hand now shows that, for $c>1$, the ratio rises strictly with $\gamma$, from $\sqrt c$ towards $c$. The direction of the trend thus depends on which friction parameter is held equal for the two isotopes.

```lean
#print axioms KramersIsotope.isotopeRatio_sub_one_lt
#print axioms KramersIsotope.kramers_isotope_effect
```

```
'KramersIsotope.isotopeRatio_sub_one_lt' depends on axioms: [propext, Classical.choice, Quot.sound]
'KramersIsotope.kramers_isotope_effect' depends on axioms: [propext, Classical.choice, Quot.sound]
```
